# Hellmann–Feynman forces from a polynomial density matrix are not, in general, slopes of the band energy

When atoms are relaxed or moved in a tight-binding calculation, the density matrix may be replaced by a polynomial q(H) in the Hamiltonian matrix H, and the force along a coordinate t computed as −tr(q(H) H′), where H′ = dH/dt. A line search, or a check of energy conservation, then compares this force with the change of some energy. If the coefficients of q stay fixed as the atoms move, the matching energy is tr Q(H), where Q′ = q. The band energy tr(H q(H)) has a different slope in general, and the two agree for every differentiable symmetric H(t) only if q is constant.

The model is non-interacting, with a finite real orthonormal basis and no spin factor. Only the band part of the energy and of the force is treated; a repulsive energy between the atoms, where the tight-binding model has one, adds its own force and is left out here. If q has degree m, the band energy is a linear combination of the moments tr(Hᵏ) with k from 1 to m + 1, which is how the question arises in moment expansions.

## Energies, slopes and the excess

The basis orbitals are labelled by a finite type `n`, and matrices have real entries.

```lean
import Mathlib

open Polynomial (X C aeval derivative)
open scoped Polynomial

namespace MomentExpansionForces

noncomputable section

variable {n : Type*} [Fintype n] [DecidableEq n]
```

The coordinate t is a single real parameter. Write V for the derivative of H at t, taken entry by entry:

V_ij = dH_ij/dt.

The predicate `HasEntryDerivAt H V t` says that this derivative exists and equals V. It does not require H to be symmetric; symmetry enters later as a separate hypothesis.

```lean
/-- The matrix family `H` has derivative `V` at the parameter value `t`, entry by entry. -/
def HasEntryDerivAt (H : ℝ → Matrix n n ℝ) (V : Matrix n n ℝ) (t : ℝ) : Prop :=
  ∀ i j, HasDerivAt (fun s => H s i j) (V i j) t
```

The band energy is

E(H) = tr(H q(H)).

In Lean `q` is an element of `ℝ[X]`, and `aeval H q` is the matrix q(H), with a constant term c read as c·1. Since q does not depend on t, neither a chemical potential nor a spectral window is readjusted along the path, and the electron count tr q(H) may change.

```lean
/-- The band energy `tr (H q(H))` for the polynomial density matrix `q(H)`. -/
def bandEnergy (q : ℝ[X]) (H : Matrix n n ℝ) : ℝ :=
  Matrix.trace (H * aeval H q)
```

The Hellmann–Feynman expression is the slope obtained by differentiating H while holding the density matrix fixed:

F(H, V) = tr(q(H) V).

The force is −F. The name refers to the form of the expression: the Hellmann–Feynman theorem itself concerns the energy of an eigenstate, whereas q(H) need not be a projector onto eigenstates.

```lean
/-- The Hellmann-Feynman expression `tr (q(H) V)` for a change `V` of the Hamiltonian. -/
def hellmannFeynmanSlope (q : ℝ[X]) (H V : Matrix n n ℝ) : ℝ :=
  Matrix.trace (aeval H q * V)
```

The third quantity will turn out to be the difference between the two slopes:

G(H, V) = tr(H q′(H) V).

A basis with one orbital already shows it. Take H = t with 0 < t < 1 and q(x) = 1 − x, so that the occupation 1 − t lies between 0 and 1. The band energy is t − t² and its slope is 1 − 2t, while F = 1 − t and G = −t.

```lean
/-- The excess term `tr (H q'(H) V)` for a change `V` of the Hamiltonian. -/
def forceExcess (q : ℝ[X]) (H V : Matrix n n ℝ) : ℝ :=
  Matrix.trace (H * aeval H (derivative q) * V)
```

## Differentiating a product of matrices

For differentiable families A(t) and B(t), the entries of the product are finite sums, so

d/dt Σₖ A_ik B_kj = Σₖ (A′_ik B_kj + A_ik B′_kj).

In matrix form this is (AB)′ = A′B + AB′, with the order of the factors kept. The proof differentiates the sum term by term and then reads the result as matrix products.

```lean
omit [DecidableEq n] in
/-- The product rule for differentiable matrix families, with the order of factors kept. -/
theorem HasEntryDerivAt.mul {A B : ℝ → Matrix n n ℝ} {A' B' : Matrix n n ℝ} {t : ℝ}
    (hA : HasEntryDerivAt A A' t) (hB : HasEntryDerivAt B B' t) :
    HasEntryDerivAt (fun s => A s * B s) (A' * B t + A t * B') t := by
  intro i j
  have h : HasDerivAt (fun s => ∑ k, A s i k * B s k j)
      (∑ k, (A' i k * B t k j + A t i k * B' k j)) t :=
    HasDerivAt.fun_sum fun k _ => (hA i k).fun_mul (hB k j)
  simpa only [Matrix.mul_apply, Matrix.add_apply, Finset.sum_add_distrib] using h
```

## Differentiating a polynomial of H under the trace

H and V need not commute, so the derivative of p(H) is usually not p′(H)V. For p(x) = x², for instance, it is VH + HV and not 2HV. Under a trace the difference disappears, even with an extra factor M, provided that M commutes with H. If D is the derivative of p(H), then

tr(M D) = tr(M p′(H) V) whenever MH = HM.

The argument is an induction on p. For a constant, D = 0 and p′ = 0. For a sum, both sides add. For p(x) = r(x)x, let D_r be the derivative of r(H). The product rule gives

D = D_r H + r(H) V.

The first term is handled by cyclicity of the trace and by the induction hypothesis, applied to the matrix HM, which also commutes with H:

tr(M D_r H) = tr(HM D_r) = tr(HM r′(H) V) = tr(M H r′(H) V).

Adding the second term gives

tr(M D) = tr(M [H r′(H) + r(H)] V) = tr(M p′(H) V),

because p′(x) = x r′(x) + r(x). The factor M is carried along because the induction step replaces M by HM; a statement for M = 1 alone would not supply what that step needs.

In the code, the `monomial` case writes a xᵏ⁺¹ as (a xᵏ)x and calls the first factor `r`. The equation `h1` is the cyclicity argument, and `hc` says that H commutes with r′(H).

```lean
/-- If `H` is differentiable at `t` with derivative `V`, then `p(H)` has a derivative `D` there,
and `tr (M D) = tr (M p'(H) V)` for every matrix `M` that commutes with `H(t)`. -/
theorem exists_response {H : ℝ → Matrix n n ℝ} {V : Matrix n n ℝ} {t : ℝ}
    (hH : HasEntryDerivAt H V t) (p : ℝ[X]) :
    ∃ D : Matrix n n ℝ, HasEntryDerivAt (fun s => aeval (H s) p) D t ∧
      ∀ M : Matrix n n ℝ, M * H t = H t * M →
        Matrix.trace (M * D) = Matrix.trace (M * aeval (H t) (derivative p) * V) := by
  induction p using Polynomial.induction_on with
  | C a =>
    refine ⟨0, fun i j => ?_, fun M _ => ?_⟩
    · simp only [Polynomial.aeval_C]
      exact hasDerivAt_const t _
    · simp
  | add p r hp hr =>
    obtain ⟨D, hD, hD'⟩ := hp
    obtain ⟨E, hE, hE'⟩ := hr
    refine ⟨D + E, fun i j => ?_, fun M hM => ?_⟩
    · simpa only [map_add, Matrix.add_apply] using (hD i j).fun_add (hE i j)
    · rw [mul_add, Matrix.trace_add, hD' M hM, hE' M hM]
      simp only [map_add, mul_add, add_mul, Matrix.trace_add]
  | monomial k a ih =>
    rw [pow_succ, ← mul_assoc]
    generalize (C a * X ^ k : ℝ[X]) = r at ih ⊢
    obtain ⟨D, hD, hD'⟩ := ih
    refine ⟨D * H t + aeval (H t) r * V, ?_, fun M hM => ?_⟩
    · simpa only [map_mul, Polynomial.aeval_X] using hD.mul hH
    · have hc : H t * aeval (H t) (derivative r) = aeval (H t) (derivative r) * H t := by
        simpa only [map_mul, Polynomial.aeval_X] using
          congrArg (aeval (H t)) (mul_comm (X : ℝ[X]) (derivative r))
      -- cyclicity moves the last factor `H` to the front, next to `M`
      have h1 : Matrix.trace (M * (D * H t)) =
          Matrix.trace (M * H t * aeval (H t) (derivative r) * V) := by
        rw [← mul_assoc, Matrix.trace_mul_comm, ← mul_assoc,
          hD' (H t * M) (by rw [mul_assoc, hM]), hM]
      rw [mul_add, Matrix.trace_add, h1, Polynomial.derivative_mul, Polynomial.derivative_X,
        mul_one, map_add, map_mul, Polynomial.aeval_X, ← hc, mul_add, add_mul,
        Matrix.trace_add]
      simp only [mul_assoc]
```

## The energy whose slope is the Hellmann–Feynman expression

Take p = Q and M = 1. Since Q′ = q,

d/dt tr Q(H) = tr D = tr(q(H) V) = F(H, V).

The constant of integration in Q only shifts the energy by a constant. The proof differentiates the diagonal entries of Q(H), adds them, and replaces tr D by the expression just found.

```lean
/-- If `Q' = q`, the derivative of `tr Q(H)` along a differentiable family is the
Hellmann-Feynman expression `tr (q(H) H')`. -/
theorem hasDerivAt_trace_aeval {H : ℝ → Matrix n n ℝ} {V : Matrix n n ℝ} {t : ℝ}
    (hH : HasEntryDerivAt H V t) {Q q : ℝ[X]} (hQ : derivative Q = q) :
    HasDerivAt (fun s => Matrix.trace (aeval (H s) Q)) (hellmannFeynmanSlope q (H t) V) t := by
  obtain ⟨D, hD, hD'⟩ := exists_response hH Q
  have h1 := hD' 1 (by rw [one_mul, mul_one])
  rw [one_mul, one_mul, hQ] at h1
  have h : HasDerivAt (fun s => ∑ i, (aeval (H s) Q) i i) (∑ i, D i i) t :=
    HasDerivAt.fun_sum fun i _ => hD i i
  exact HasDerivAt.congr_deriv h h1
```

## The slope of the band energy

The band energy is tr p(H) for p(x) = x q(x), whose derivative is q(x) + x q′(x). The previous result therefore gives

dE/dt = tr(q(H) V) + tr(H q′(H) V) = F(H, V) + G(H, V).

A program that reports E can thus obtain matching forces, within this fixed-coefficient model, by including G in the slope. In Lean the theorem is the preceding one applied to `X * q`, with the three definitions unfolded.

```lean
/-- The derivative of the band energy `tr (H q(H))` along a differentiable family is the
Hellmann-Feynman expression plus the excess `tr (H q'(H) H')`. -/
theorem hasDerivAt_bandEnergy {H : ℝ → Matrix n n ℝ} {V : Matrix n n ℝ} {t : ℝ}
    (hH : HasEntryDerivAt H V t) (q : ℝ[X]) :
    HasDerivAt (fun s => bandEnergy q (H s))
      (hellmannFeynmanSlope q (H t) V + forceExcess q (H t) V) t := by
  have h := hasDerivAt_trace_aeval hH (Q := X * q) rfl
  simpa only [bandEnergy, hellmannFeynmanSlope, forceExcess, Polynomial.derivative_mul,
    Polynomial.derivative_X, one_mul, map_add, map_mul, Polynomial.aeval_X, add_mul,
    Matrix.trace_add] using h
```

## Correcting the energy instead of the force

If the force is to remain −F, the energy can be changed. Choose a polynomial S with S′(x) = x q′(x). Then

d/dt tr S(H) = tr(H q′(H) V) = G(H, V),

and hence

d/dt [E − tr S(H)] = F + G − G = F.

One choice is S(x) = x q(x) − Q(x), since its derivative is q(x) + x q′(x) − q(x). With it the corrected energy is exactly tr Q(H). The Lean proof subtracts the two derivatives already found and cancels the excess.

```lean
/-- If `S' = x q'`, subtracting `tr S(H)` from the band energy gives a function whose derivative
along a differentiable family is the Hellmann-Feynman expression. -/
theorem hasDerivAt_corrected_energy {H : ℝ → Matrix n n ℝ} {V : Matrix n n ℝ} {t : ℝ}
    (hH : HasEntryDerivAt H V t) {q S : ℝ[X]} (hS : derivative S = X * derivative q) :
    HasDerivAt (fun s => bandEnergy q (H s) - Matrix.trace (aeval (H s) S))
      (hellmannFeynmanSlope q (H t) V) t := by
  refine ((hasDerivAt_bandEnergy hH q).fun_sub (hasDerivAt_trace_aeval hH hS)).congr_deriv ?_
  simp only [forceExcess, hellmannFeynmanSlope, map_mul, Polynomial.aeval_X,
    add_sub_cancel_right]
```

## When the excess vanishes at one Hamiltonian

Fix a symmetric H and let V range over all symmetric matrices. Put W = H q′(H), so that G(H, V) = tr(WV). If W = 0, the excess vanishes for every V. For the converse, note that W is a polynomial in a symmetric matrix and is therefore symmetric itself, so V = W is an allowed perturbation:

0 = tr(W²) = Σᵢⱼ W_ij W_ji = Σᵢⱼ W_ij².

A sum of real squares vanishes only if each term does, so W = 0.

In the eigenbasis of H, the condition reads ε q′(ε) = 0 for every eigenvalue ε. A nonconstant q can satisfy it at a particular H; H = 0 is the simplest case. In the code, `key` is the argument with squares and `hW` is the symmetry of W.

```lean
/-- At a fixed symmetric Hamiltonian `H`, the excess vanishes for all symmetric perturbations
exactly when `H q'(H) = 0`. -/
theorem forceExcess_eq_zero_iff {H : Matrix n n ℝ} (hH : H.IsSymm) (q : ℝ[X]) :
    (∀ V : Matrix n n ℝ, V.IsSymm → forceExcess q H V = 0) ↔
      H * aeval H (derivative q) = 0 := by
  -- a symmetric matrix whose square is traceless vanishes
  have key : ∀ W : Matrix n n ℝ, W.IsSymm → Matrix.trace (W * W) = 0 → W = 0 := by
    intro W hW h
    have h0 : ∑ i, ∑ j, W i j * W i j = 0 := by
      rw [← h]
      simp only [Matrix.trace, Matrix.diag_apply, Matrix.mul_apply]
      exact Finset.sum_congr rfl fun i _ => Finset.sum_congr rfl fun j _ => by
        rw [hW.apply i j]
    ext i j
    have h1 := (Finset.sum_eq_zero_iff_of_nonneg (fun i _ =>
      Finset.sum_nonneg fun j _ => mul_self_nonneg (W i j))).1 h0 i (Finset.mem_univ i)
    have h2 := (Finset.sum_eq_zero_iff_of_nonneg (fun j _ =>
      mul_self_nonneg (W i j))).1 h1 j (Finset.mem_univ j)
    exact mul_self_eq_zero.1 h2
  have hW : (H * aeval H (derivative q)).IsSymm := by
    have h : (aeval H (X * derivative q)).IsSymm := by
      unfold Matrix.IsSymm
      rw [Polynomial.aeval_eq_sum_range, Matrix.transpose_sum]
      simp only [Matrix.transpose_smul, Matrix.transpose_pow, hH.eq]
    simpa only [map_mul, Polynomial.aeval_X] using h
  constructor
  · intro h
    exact key _ hW (h _ hW)
  · intro h V _
    rw [forceExcess, h, zero_mul, Matrix.trace_zero]
```

## Agreement for every symmetric family

The last theorem asks for agreement at every t along every differentiable symmetric family, on a basis with N ≥ 1 orbitals. If q is constant, then q′ = 0 and the excess is zero. Conversely, suppose that agreement always holds, and test it on the uniform shift of all levels

H(t) = t·1, V = 1.

Here q′(H) = q′(t)·1, so the excess is

G = N t q′(t).

A function has only one derivative at a point, so F = F + G and G = 0. As N is not zero, t q′(t) = 0 for every real t. The polynomial x q′(x) is therefore zero, which makes q′ zero and q constant. The shift may pass through values of t at which q(t) lies outside the range from 0 to 1 and is not an occupation. The conclusion does not depend on them: agreement for t in any one open interval would be enough, since a polynomial that vanishes on an interval is zero.

In the statement, `H'` is the whole derivative family, and `∃ c : ℝ, q = C c` says that q is a constant polynomial. The hypothesis `[Nonempty n]` excludes the basis without orbitals, where all traces are zero and every q would pass. In the proof, `unique` compares the two derivatives, and `Polynomial.funext` passes from equality at every t to equality of polynomials.

For a nonconstant q, the theorem yields some symmetric family and some t at which F is not the slope of E. It does not say that the mismatch is visible along a given path in a given material, nor how large it is. The uniform shift also shows the role of the fixed coefficients: the levels move while q stays in place, so their occupations can change. A calculation that readjusts q to hold the electron count has further terms from the changing coefficients, and a nonorthogonal basis brings in derivatives of the overlap matrix; neither is part of this model.

```lean
/-- On a nonempty finite basis, the Hellmann-Feynman expression is the derivative of the band
energy for every differentiable symmetric family `H(t)` if and only if `q` is constant. -/
theorem hellmannFeynman_exact_iff_constant [Nonempty n] (q : ℝ[X]) :
    (∀ H H' : ℝ → Matrix n n ℝ, (∀ t, (H t).IsSymm) → (∀ t, HasEntryDerivAt H (H' t) t) →
      ∀ t, HasDerivAt (fun s => bandEnergy q (H s)) (hellmannFeynmanSlope q (H t) (H' t)) t) ↔
    ∃ c : ℝ, q = C c := by
  constructor
  · intro h
    -- test on a rigid shift of all levels, `H(t) = t 1`
    have hd : ∀ t : ℝ, HasEntryDerivAt (fun s : ℝ => s • (1 : Matrix n n ℝ)) 1 t := by
      intro t i j
      simpa only [Matrix.smul_apply, smul_eq_mul, one_mul] using
        (hasDerivAt_id' t).mul_const ((1 : Matrix n n ℝ) i j)
    have hs : ∀ t : ℝ, (t • (1 : Matrix n n ℝ)).IsSymm := by
      intro t
      unfold Matrix.IsSymm
      rw [Matrix.transpose_smul, Matrix.transpose_one]
    have hX : X * derivative q = 0 := by
      apply Polynomial.funext
      intro t
      have hu := (h _ (fun _ => 1) hs hd t).unique (hasDerivAt_bandEnergy (hd t) q)
      have hz : forceExcess q (t • (1 : Matrix n n ℝ)) 1 = 0 := left_eq_add.1 hu
      rw [forceExcess, ← Algebra.algebraMap_eq_smul_one (R := ℝ) (A := Matrix n n ℝ) t,
        Polynomial.aeval_algebraMap_apply_eq_algebraMap_eval, ← map_mul, mul_one,
        Algebra.algebraMap_eq_smul_one, Matrix.trace_smul, Matrix.trace_one,
        smul_eq_mul] at hz
      have hn : (Fintype.card n : ℝ) ≠ 0 := Nat.cast_ne_zero.2 Fintype.card_ne_zero
      rw [Polynomial.eval_mul, Polynomial.eval_X, Polynomial.eval_zero]
      exact (mul_eq_zero.1 hz).resolve_right hn
    have hq : derivative q = 0 := (mul_eq_zero.1 hX).resolve_left Polynomial.X_ne_zero
    exact ⟨q.coeff 0, Polynomial.eq_C_of_natDegree_eq_zero
      (Polynomial.derivative_eq_zero.1 hq)⟩
  · rintro ⟨c, rfl⟩ H H' _ hH t
    refine (hasDerivAt_bandEnergy (hH t) (C c)).congr_deriv ?_
    simp only [forceExcess, Polynomial.derivative_C, map_zero, mul_zero, zero_mul,
      Matrix.trace_zero, add_zero]

end

end MomentExpansionForces
```

```lean
#print axioms MomentExpansionForces.hasDerivAt_corrected_energy
#print axioms MomentExpansionForces.forceExcess_eq_zero_iff
#print axioms MomentExpansionForces.hellmannFeynman_exact_iff_constant
```

```
'MomentExpansionForces.hasDerivAt_corrected_energy' depends on axioms: [propext, Classical.choice, Quot.sound]
'MomentExpansionForces.forceExcess_eq_zero_iff' depends on axioms: [propext, Classical.choice, Quot.sound]
'MomentExpansionForces.hellmannFeynman_exact_iff_constant' depends on axioms: [propext, Classical.choice, Quot.sound]
```
